# The kernel of the overlap matrix supplies the complementary auxiliary basis in a finite-dimensional orbital space

**Q:** In an F12 calculation, products such as $f_{12}\,r_{23}^{-1}$ give three-electron integrals. We break them into two-electron integrals by inserting a resolution of the identity over a finite set of orbitals. That set contains the molecular orbitals of the orbital basis plus a complementary auxiliary basis, the CABS, read off from the null space of an overlap matrix. But a null space consists of columns of numbers, and the CABS consists of functions. What do the numbers guarantee about the functions?

**A:** Let $W$ be the span of the orbital and auxiliary basis functions together, with orthonormal basis $e_1,\dots,e_n$. Let $u_1,\dots,u_m\in W$ be the orthonormal molecular orbitals, $U$ their span, and $S_{ij}=\langle u_i,e_j\rangle$, with the inner product linear in its second argument. Write $S^*$ for the conjugate transpose. Completeness of $e$ in $W$ gives

$$(SS^*)_{ik}=\sum_j\langle u_i,e_j\rangle\langle e_j,u_k\rangle=\langle u_i,u_k\rangle=\delta_{ik}.$$

For a coefficient vector $c$, let $E(c)=\sum_j c_je_j$ be its orbital. Then

$$(Sc)_i=\sum_j\langle u_i,e_j\rangle c_j=\langle u_i,E(c)\rangle .$$

So $Sc=0$ exactly when $E(c)$ is orthogonal to every $u_i$, hence to all of $U$. Orthonormality of $e$ gives $\|E(c)\|^2=\sum_j|c_j|^2$, and every $w\in W$ equals $E(c)$ for $c_j=\langle e_j,w\rangle$. Therefore $E$ maps $\ker S$ isometrically onto $U^\perp$, the complement of $U$ within $W$. Since $\dim U=m$ and $\dim U+\dim U^\perp=n$, the kernel has dimension $n-m$.

**Q:** And the resolution of the identity?

**A:** Take an orthonormal basis $V_k$ of $\ker S$ and set $a_k=E(V_k)$. A linear isometry preserves inner products, so the $a_k$ form an orthonormal basis of $U^\perp$. For $x\in W$, the remainder $r=x-\sum_i\langle u_i,x\rangle u_i$ is orthogonal to each $u_i$, so $r=\sum_k\langle a_k,r\rangle a_k$. Because $a_k\perp u_i$, we have $\langle a_k,r\rangle=\langle a_k,x\rangle$, and

$$x=\sum_i\langle u_i,x\rangle u_i+\sum_k\langle a_k,x\rangle a_k .$$

**Q:** I accept that. Now show me that the formal version is about the same objects. Where is $W$?

**A:** It is a type with a complex inner product. The index types `ι` and `κ` label the $e_j$ and the $u_i$.

```lean
import Mathlib

open Matrix
open scoped InnerProductSpace

namespace ComplementaryAuxiliaryBasis

noncomputable section

variable {ι κ W : Type*} [Fintype ι]
  [NormedAddCommGroup W] [InnerProductSpace ℂ W]
```

The overlap matrix has one row per molecular orbital and one column per basis vector.

```lean
/-- The overlap matrix `S i j = ⟨u i, e j⟩` between the orbitals `u` and the orthonormal
basis `e` of the full space `W`. -/
def overlap (e : OrthonormalBasis ι ℂ W) (u : κ → W) : Matrix κ ι ℂ :=
  Matrix.of fun i j => ⟪u i, e j⟫_ℂ
```

The map $E$ is called `expand`.

```lean
/-- The orbital `∑ j, c j • e j` with coefficient vector `c`. -/
def expand (e : OrthonormalBasis ι ℂ W) (c : EuclideanSpace ℂ ι) : W :=
  ∑ j, c j • e j
```

The kernel is a subspace of coefficient vectors. The three proofs inside its definition check that it contains zero and is closed under addition and scaling.

```lean
/-- The kernel of the overlap matrix: all coefficient vectors `c` with `S c = 0`. -/
def cabsCoeff (e : OrthonormalBasis ι ℂ W) (u : κ → W) :
    Submodule ℂ (EuclideanSpace ℂ ι) where
  carrier := {c | overlap e u *ᵥ c.ofLp = 0}
  zero_mem' := Matrix.mulVec_zero _
  add_mem' := by
    intro a b ha hb
    change overlap e u *ᵥ (a.ofLp + b.ofLp) = 0
    rw [Matrix.mulVec_add, show overlap e u *ᵥ a.ofLp = 0 from ha,
      show overlap e u *ᵥ b.ofLp = 0 from hb, add_zero]
  smul_mem' := by
    intro t a ha
    change overlap e u *ᵥ (t • a.ofLp) = 0
    rw [Matrix.mulVec_smul, show overlap e u *ᵥ a.ofLp = 0 from ha, smul_zero]
```

**Q:** Nothing there says that $W$ comes from a union of two basis sets.

**A:** No, and the argument doesn't need it. Any $W$ with a finite orthonormal basis will do, provided that the orbitals lie in it, which the type `u : κ → W` enforces. When $W$ is the span of the union, that condition holds automatically. Orthonormalising the raw atomic functions is assumed to have been done already.

**Q:** Then what exactly is claimed?

**A:** The theorem `cabs_construction` takes an orthonormal basis `e` and an orthonormal family `u`, and concludes three things. First, $SS^*=1$, with `ᴴ` as the conjugate transpose. Second, the dimension of the kernel plus $m$ equals $n$; this form avoids subtraction of natural numbers, which Lean truncates at zero. Third, there is a linear isometric equivalence `Φ` from the kernel onto $U^\perp$, and its value at `c` is $\sum_j c_je_j$. A second theorem, `resolution_of_identity`, states the expansion of $x$ above for any orthonormal basis `V` of the kernel. If $m=n$, the kernel is zero and the CABS is empty.

**Q:** So the identity being resolved is only the identity on $W$.

**A:** Yes. In F12 theory one wants the identity on the full one-electron space, and the error from replacing that space by $W$ remains. These theorems give no bound on it.

**Q:** Take me through the proof, then. Where does $SS^*=1$ come from?

**A:** From the same completeness sum. `e.sum_inner_mul_inner` is the step $\sum_j\langle u_i,e_j\rangle\langle e_j,u_k\rangle=\langle u_i,u_k\rangle$, and `inner_conj_symm` handles the complex conjugate in $S^*$.

```lean
/-- For orthonormal orbitals `u`, the overlap matrix with a complete orthonormal basis
satisfies `S S* = 1`. -/
theorem overlap_mul_conjTranspose [DecidableEq κ] (e : OrthonormalBasis ι ℂ W)
    {u : κ → W} (hu : Orthonormal ℂ u) :
    overlap e u * (overlap e u)ᴴ = 1 := by
  ext i k
  -- completeness of `e` turns the matrix product into the Gram matrix of `u`
  have h : ∑ j, overlap e u i j * (overlap e u)ᴴ j k = ⟪u i, u k⟫_ℂ := by
    rw [← e.sum_inner_mul_inner]
    refine Finset.sum_congr rfl fun j _ => ?_
    exact congrArg (⟪u i, e j⟫_ℂ * ·) (inner_conj_symm (e j) (u k))
  rw [Matrix.mul_apply, h, orthonormal_iff_ite.1 hu i k, Matrix.one_apply]
```

Next comes $(Sc)_i=\langle u_i,E(c)\rangle$, by pulling the sum and the coefficients out of the second slot of the inner product.

```lean
/-- The components of `S c` are the overlaps of the orbitals `u i` with the orbital
whose coefficient vector is `c`. -/
theorem overlap_mulVec (e : OrthonormalBasis ι ℂ W) (u : κ → W)
    (c : EuclideanSpace ℂ ι) (i : κ) :
    (overlap e u *ᵥ c.ofLp) i = ⟪u i, expand e c⟫_ℂ := by
  simp only [Matrix.mulVec, dotProduct, overlap, Matrix.of_apply, expand, inner_sum,
    inner_smul_right]
  exact Finset.sum_congr rfl fun j _ => mul_comm _ _
```

Orthogonality to each $u_i$ has to be extended to their whole span. The induction runs over how a vector of the span is built: generators, zero, sums and multiples.

```lean
/-- A vector lies in the orthogonal complement of the span of the orbitals `u` exactly
when it is orthogonal to each of them. -/
theorem mem_complement_iff (u : κ → W) (w : W) :
    w ∈ (Submodule.span ℂ (Set.range u))ᗮ ↔ ∀ i, ⟪u i, w⟫_ℂ = 0 := by
  constructor
  · intro h i
    exact (Submodule.mem_orthogonal _ _).1 h _ (Submodule.subset_span ⟨i, rfl⟩)
  · intro h
    rw [Submodule.mem_orthogonal]
    intro v hv
    induction hv using Submodule.span_induction with
    | mem v hv =>
      obtain ⟨i, rfl⟩ := hv
      exact h i
    | zero => exact inner_zero_left _
    | add a b _ _ ha hb => rw [inner_add_left, ha, hb, add_zero]
    | smul t a _ ha => rw [inner_smul_left, ha, mul_zero]
```

Together these two lemmas say that $Sc=0$ is equivalent to $E(c)\in U^\perp$.

```lean
/-- A coefficient vector is in the kernel of `S` exactly when its orbital lies in the
orthogonal complement of the span of `u`. -/
theorem mem_cabsCoeff_iff (e : OrthonormalBasis ι ℂ W) (u : κ → W)
    (c : EuclideanSpace ℂ ι) :
    c ∈ cabsCoeff e u ↔ expand e c ∈ (Submodule.span ℂ (Set.range u))ᗮ := by
  rw [mem_complement_iff]
  change overlap e u *ᵥ c.ofLp = 0 ↔ _
  rw [funext_iff]
  simp only [overlap_mulVec, Pi.zero_apply]
```

**Q:** That settles which orbitals we get. What about the norm? A list of complex numbers has no preferred one.

**A:** That is why the coefficients live in `EuclideanSpace ℂ ι`, whose norm is $\bigl(\sum_j|c_j|^2\bigr)^{1/2}$. Plain functions `ι → ℂ` carry the maximum norm in Mathlib, which is the wrong norm for orbital coefficients. The notation `c.ofLp` recovers the plain function when the matrix has to act on it.

The device that does most of the work is `e.repr`. It is a single object that sends a vector of $W$ to its coordinates $\langle e_j,w\rangle$, and it carries linearity, an inverse and preservation of the norm along with it. The next lemma identifies $E$ with that inverse, `e.repr.symm`.

```lean
/-- Expansion in the basis `e` is the inverse of taking coordinates in `e`. -/
theorem expand_eq (e : OrthonormalBasis ι ℂ W) (c : EuclideanSpace ℂ ι) :
    expand e c = e.repr.symm c :=
  e.sum_repr_symm c
```

After this, no norm has to be computed by hand. The equivalence restricts `e.repr.symm` to the kernel and `e.repr` to $U^\perp$, and the membership lemma shows that each restriction lands in the right subspace. The fields `left_inv` and `right_inv` say that the two maps undo each other, and `norm_map'` inherits the isometry.

```lean
/-- The expansion `c ↦ ∑ j, c j • e j` as a linear isometric equivalence from the kernel
of `S` to the CABS, the orthogonal complement of the span of `u` in `W`. -/
def cabsEquiv (e : OrthonormalBasis ι ℂ W) (u : κ → W) :
    cabsCoeff e u ≃ₗᵢ[ℂ] (Submodule.span ℂ (Set.range u))ᗮ where
  toLinearEquiv :=
    { toFun := fun c => ⟨expand e c, (mem_cabsCoeff_iff e u c).1 c.2⟩
      map_add' := fun a b => Subtype.ext (by
        change expand e ((a : EuclideanSpace ℂ ι) + b) = expand e a + expand e b
        simp only [expand_eq, map_add])
      map_smul' := fun t a => Subtype.ext (by
        change expand e (t • (a : EuclideanSpace ℂ ι)) = t • expand e a
        simp only [expand_eq, map_smul])
      invFun := fun w => ⟨e.repr w, (mem_cabsCoeff_iff e u _).2 (by
        rw [expand_eq, LinearIsometryEquiv.symm_apply_apply]
        exact w.2)⟩
      left_inv := fun c => Subtype.ext (by
        change e.repr (expand e c) = c
        rw [expand_eq, LinearIsometryEquiv.apply_symm_apply])
      right_inv := fun w => Subtype.ext (by
        change expand e (e.repr w) = w
        rw [expand_eq, LinearIsometryEquiv.symm_apply_apply]) }
  norm_map' := fun c => by
    change ‖expand e c‖ = ‖(c : EuclideanSpace ℂ ι)‖
    rw [expand_eq]
    exact LinearIsometryEquiv.norm_map _ _
```

**Q:** I see no orthonormality of `u` in that definition.

**A:** It isn't needed there: the kernel matches $U^\perp$ for any family `u`. The dimension count needs linear independence, which orthonormality supplies. In the main theorem, `h1` equates the dimensions of the kernel and $U^\perp$, `h2` splits $\dim W$ between $U$ and $U^\perp$, `h3` gives $\dim U=m$, and `h4` gives $\dim W=n$. The tactic `omega` does the remaining arithmetic.

```lean
/-- For `m` orthonormal orbitals `u` in a space with an orthonormal basis `e` of `n`
elements: `S S* = 1`, the kernel of `S` has dimension `n - m`, and `c ↦ ∑ j, c j • e j`
maps this kernel linearly and isometrically onto the complement of the span of `u`. -/
theorem cabs_construction [Fintype κ] [DecidableEq κ] (e : OrthonormalBasis ι ℂ W)
    {u : κ → W} (hu : Orthonormal ℂ u) :
    overlap e u * (overlap e u)ᴴ = 1 ∧
    Module.finrank ℂ (cabsCoeff e u) + Fintype.card κ = Fintype.card ι ∧
    ∃ Φ : cabsCoeff e u ≃ₗᵢ[ℂ] (Submodule.span ℂ (Set.range u))ᗮ,
      ∀ c, (Φ c : W) = ∑ j, (c : EuclideanSpace ℂ ι) j • e j := by
  refine ⟨overlap_mul_conjTranspose e hu, ?_, cabsEquiv e u, fun c => rfl⟩
  -- count dimensions in the decomposition of `W` into span and complement
  have : FiniteDimensional ℂ W := Module.Finite.of_basis e.toBasis
  have h1 := (cabsEquiv e u).toLinearEquiv.finrank_eq
  have h2 := Submodule.finrank_add_finrank_orthogonal (Submodule.span ℂ (Set.range u))
  have h3 := finrank_span_eq_card hu.linearIndependent
  have h4 := Module.finrank_eq_card_basis e.toBasis
  omega
```

For the resolution of the identity, `hr` says that the remainder $r$ lies in $U^\perp$, and `hk` says that $\langle a_k,r\rangle=\langle a_k,x\rangle$. The expression `V.map (cabsEquiv e u)` carries the basis of the kernel over to an orthonormal basis of $U^\perp$, so $r$ can be expanded in it. Adding back the part in $U$ gives $x$.

```lean
/-- Resolution of the identity: orthonormal orbitals `u`, together with the orbitals
expanded from any orthonormal basis `V` of the kernel of `S`, resolve every `x` in `W`. -/
theorem resolution_of_identity [Fintype κ] {ν : Type*} [Fintype ν]
    (e : OrthonormalBasis ι ℂ W)
    {u : κ → W} (hu : Orthonormal ℂ u) (V : OrthonormalBasis ν ℂ (cabsCoeff e u)) (x : W) :
    ∑ i, ⟪u i, x⟫_ℂ • u i + ∑ k, ⟪expand e (V k), x⟫_ℂ • expand e (V k) = x := by
  -- the remainder after removing the `u` part lies in the complement
  have hr : x - ∑ i, ⟪u i, x⟫_ℂ • u i ∈ (Submodule.span ℂ (Set.range u))ᗮ := by
    rw [mem_complement_iff]
    intro i
    rw [inner_sub_right, hu.inner_right_fintype, sub_self]
  have hk : ∀ k, ⟪expand e (V k), x - ∑ i, ⟪u i, x⟫_ℂ • u i⟫_ℂ
      = ⟪expand e (V k), x⟫_ℂ := by
    intro k
    rw [inner_sub_right, inner_sum, Finset.sum_eq_zero, sub_zero]
    intro i _
    have hz : ⟪u i, expand e (V k)⟫_ℂ = 0 :=
      (mem_complement_iff u _).1 ((mem_cabsCoeff_iff e u _).1 (V k).2) i
    rw [inner_smul_right, inner_eq_zero_symm.1 hz, mul_zero]
  -- expand the remainder in the CABS orbitals
  have hc : ∀ c, (cabsEquiv e u c : W) = expand e c := fun _ => rfl
  have h := congrArg (Submodule.subtype _)
    ((V.map (cabsEquiv e u)).sum_repr' ⟨_, hr⟩)
  rw [map_sum] at h
  simp only [OrthonormalBasis.map_apply, map_smul, Submodule.subtype_apply,
    Submodule.coe_inner, hc, hk] at h
  rw [h]
  abel

end

end ComplementaryAuxiliaryBasis
```

```lean
#print axioms ComplementaryAuxiliaryBasis.overlap_mul_conjTranspose
#print axioms ComplementaryAuxiliaryBasis.cabs_construction
#print axioms ComplementaryAuxiliaryBasis.resolution_of_identity
```

```
'ComplementaryAuxiliaryBasis.overlap_mul_conjTranspose' depends on axioms: [propext, Classical.choice, Quot.sound]
'ComplementaryAuxiliaryBasis.cabs_construction' depends on axioms: [propext, Classical.choice, Quot.sound]
'ComplementaryAuxiliaryBasis.resolution_of_identity' depends on axioms: [propext, Classical.choice, Quot.sound]
```

**Q:** Where would I meet this in an actual calculation?

**A:** Let $\chi_\mu$ be the atomic functions of the combined set and $\sigma$ their overlap matrix. The columns of a matrix $X$ with $X^*\sigma X=1$ hold the coefficients of the $e_j$. The columns of $C$ hold those of the molecular orbitals, with zeros in the rows of the auxiliary functions. Then $S=C^*\sigma X$ is an $m\times n$ matrix. A full singular value decomposition gives $n$ right singular vectors, and the $n-m$ of them that belong to the kernel form the columns of a matrix $N$. The columns of $XN$ are the CABS orbitals in terms of the $\chi_\mu$.

**Q:** And $SS^*=1$?

**A:** It says that all $m$ singular values of $S$ equal one, so the kernel is clearly separated from the rest. This relies on the molecular orbitals lying in $W$. If near-dependent combinations of the $\chi_\mu$ are discarded when $X$ is formed, the columns of $X$ span a smaller space. An orbital may then stick out of it slightly, and singular values below one can appear.
